# An exact Gaussian vector-field decoupling for one spin-½ site

Auxiliary-field Monte Carlo can replace the exponential of a spin interaction by an average over exponentials whose exponents are linear in the spin. A rotationally invariant version couples the spin to a Gaussian vector. Write $x$ for that vector and $c$ for a real coupling. Because the Pauli matrices do not commute, the single exponential $e^{c\,x\cdot\sigma}$ is in general not the product of its three component exponentials, so multiplying three scalar Gaussian averages does not give its mean for $c\ne0$. Which $c$, then, makes that mean equal to $\exp((g/3)\,\sigma\cdot\sigma)$ on one site, for a given real $g>0$?

```lean
import Mathlib

open MeasureTheory Set

noncomputable section

namespace VectorFieldDecoupling
```

## Field, spin and mean

The field is $x=(x_0,x_1,x_2)\in\mathbb R^3$, with Euclidean norm $|x|$.

```lean
/-- The space of auxiliary vector fields on one site. -/
abbrev Vec := EuclideanSpace ℝ (Fin 3)
```

It couples to the spin through $x\cdot\sigma=x_0\sigma_x+x_1\sigma_y+x_2\sigma_z$.

```lean
/-- The Pauli matrix along x. -/
def pauliX : Matrix (Fin 2) (Fin 2) ℂ := !![0, 1; 1, 0]

/-- The Pauli matrix along y. -/
def pauliY : Matrix (Fin 2) (Fin 2) ℂ := !![0, -Complex.I; Complex.I, 0]

/-- The Pauli matrix along z. -/
def pauliZ : Matrix (Fin 2) (Fin 2) ℂ := !![1, 0; 0, -1]

/-- The coupling `x · σ` of the spin to the field `x`. -/
def spinField (x : Vec) : Matrix (Fin 2) (Fin 2) ℂ :=
  (x 0 : ℂ) • pauliX + (x 1 : ℂ) • pauliY + (x 2 : ℂ) • pauliZ
```

The weight $w(x)$ is a product of three normal densities of mean 0 and variance 1.

```lean
/-- The joint density of three independent standard normal field components. -/
def weight (x : Vec) : ℝ := ∏ i, ProbabilityTheory.gaussianPDFReal 0 1 (x i)
```

`fieldMean c` integrates each entry of $w(x)\,e^{c\,x\cdot\sigma}$, using the true matrix exponential.

```lean
/-- The entrywise Gaussian mean of `exp (c x · σ)`. -/
def fieldMean (c : ℝ) : Matrix (Fin 2) (Fin 2) ℂ :=
  Matrix.of fun i j => ∫ x : Vec, (weight x : ℂ) * NormedSpace.exp ((c : ℂ) • spinField x) i j
```

The target, `siteFactor g`, acts on a single two-component spin; interacting sites and many-electron Fock space are not modelled.

```lean
/-- The single-site factor `exp ((g/3) σ · σ)` that is to be decoupled. -/
def siteFactor (g : ℝ) : Matrix (Fin 2) (Fin 2) ℂ :=
  NormedSpace.exp (((g / 3 : ℝ) : ℂ) • (pauliX * pauliX + pauliY * pauliY + pauliZ * pauliZ))
```

## The exponential in closed form

If $N^2=1$, even powers of $N$ are $1$ and odd powers are $N$, so $e^{tN}=\cosh t+N\sinh t$. Lean writes $N^n=\tfrac12(1+N)+\tfrac{(-1)^n}{2}(1-N)$ and sums two scalar series.

```lean
/-- If `N² = 1`, then `exp (t N) = cosh t + N sinh t` for real `t`. -/
theorem exp_involution (N : Matrix (Fin 2) (Fin 2) ℂ) (hN : N * N = 1) (t : ℝ) :
    NormedSpace.exp ((t : ℂ) • N) = (Real.cosh t : ℂ) • 1 + (Real.sinh t : ℂ) • N := by
  -- powers of N in terms of the two spectral projectors
  have hp : ∀ n : ℕ, N ^ n = (1 / 2 : ℂ) • (1 + N) + ((-1) ^ n / 2 : ℂ) • (1 - N) := by
    intro n
    induction n with
    | zero => rw [pow_zero]; module
    | succ n ih =>
      rw [pow_succ, ih]
      simp only [add_mul, sub_mul, smul_mul_assoc, hN, one_mul]
      module
  have hs : ∀ z : ℂ, HasSum (fun n : ℕ => z ^ n / (n.factorial : ℂ)) (Complex.exp z) := by
    intro z
    rw [Complex.exp_eq_exp_ℂ]
    exact NormedSpace.expSeries_div_hasSum_exp z
  have h := ((hs t).smul_const ((1 / 2 : ℂ) • (1 + N))).add
    ((hs (-t)).smul_const ((1 / 2 : ℂ) • (1 - N)))
  have hterm : ∀ n : ℕ, ((n.factorial : ℂ)⁻¹) • ((t : ℂ) • N) ^ n =
      ((t : ℂ) ^ n / (n.factorial : ℂ)) • ((1 / 2 : ℂ) • (1 + N)) +
      ((-(t : ℂ)) ^ n / (n.factorial : ℂ)) • ((1 / 2 : ℂ) • (1 - N)) := by
    intro n
    rw [smul_pow, hp, neg_pow (t : ℂ) n]
    module
  have e := congrFun (NormedSpace.exp_eq_tsum (𝕂 := ℂ) (𝔸 := Matrix (Fin 2) (Fin 2) ℂ))
    ((t : ℂ) • N)
  simp only [hterm] at e
  refine (e.trans h.tsum_eq).trans ?_
  rw [Complex.ofReal_cosh, Complex.ofReal_sinh, Complex.cosh, Complex.sinh]
  module
```

In $(x\cdot\sigma)^2$ the cross terms cancel by anticommutation, leaving $|x|^2=x_0^2+x_1^2+x_2^2$. Lean multiplies the explicit matrices.

```lean
lemma norm_sq (x : Vec) : ‖x‖ ^ 2 = x 0 ^ 2 + x 1 ^ 2 + x 2 ^ 2 := by
  simp [EuclideanSpace.norm_sq_eq, Fin.sum_univ_three]

lemma spinField_eq (x : Vec) : spinField x =
    !![(x 2 : ℂ), x 0 - x 1 * Complex.I; x 0 + x 1 * Complex.I, -(x 2 : ℂ)] := by
  ext i j
  fin_cases i <;> fin_cases j <;> simp [spinField, pauliX, pauliY, pauliZ]
  ring

/-- The square of `x · σ` is `|x|²` times the identity. -/
theorem spinField_sq (x : Vec) : spinField x * spinField x = ((‖x‖ ^ 2 : ℝ) : ℂ) • 1 := by
  rw [spinField_eq, norm_sq]
  ext i j
  fin_cases i <;> fin_cases j <;> simp [Matrix.mul_apply, Fin.sum_univ_two] <;> ring_nf <;>
    simp only [Complex.I_sq] <;> ring
```

With $N=x\cdot\sigma/|x|$, for $x\ne0$,
$$e^{c\,x\cdot\sigma}=\cosh(c|x|)+\frac{\sinh(c|x|)}{|x|}\,x\cdot\sigma .$$
To sample the one-site average, one can draw three standard normals and multiply the spinor by this $2\times2$ matrix.

## The radial integral

The weight depends only on the length: $w(x)=(2\pi)^{-3/2}e^{-|x|^2/2}$.

```lean
lemma weight_eq (x : Vec) :
    weight x = (√(2 * Real.pi))⁻¹ ^ 3 * Real.exp (-(1 / 2) * ‖x‖ ^ 2) := by
  have h : Real.exp (-(1 / 2) * ‖x‖ ^ 2) = Real.exp (-(x 0) ^ 2 / 2) *
      Real.exp (-(x 1) ^ 2 / 2) * Real.exp (-(x 2) ^ 2 / 2) := by
    rw [norm_sq, ← Real.exp_add, ← Real.exp_add]
    congr 1
    ring
  rw [h]
  simp only [weight, Fin.prod_univ_three, ProbabilityTheory.gaussianPDFReal, NNReal.coe_one,
    mul_one, sub_zero]
  ring
```

Put $s=r-c$. Then $-r^2/2+cr=c^2/2-s^2/2$ and $r^2=(s^2+2cs-1)+(1+c^2)$. The first bracket times $e^{-s^2/2}$ is the derivative of $-(s+2c)e^{-s^2/2}$ and integrates to zero, so
$$\int_{\mathbb R} r^2e^{-r^2/2+cr}\,dr=(1+c^2)e^{c^2/2}\sqrt{2\pi}.$$

```lean
/-- The second moment of a Gaussian tilted by `exp (c r)`, with its integrability. -/
theorem tilted_moment (c : ℝ) :
    Integrable (fun r : ℝ => r ^ 2 * Real.exp (-(1 / 2) * r ^ 2) * Real.exp (c * r)) ∧
    ∫ r : ℝ, r ^ 2 * Real.exp (-(1 / 2) * r ^ 2) * Real.exp (c * r) =
      (1 + c ^ 2) * Real.exp (c ^ 2 / 2) * √(2 * Real.pi) := by
  have g0 := integrable_exp_neg_mul_sq (b := 1 / 2) (by norm_num)
  have g1 := integrable_mul_exp_neg_mul_sq (b := 1 / 2) (by norm_num)
  have g2 : Integrable fun s : ℝ => s ^ 2 * Real.exp (-(1 / 2) * s ^ 2) := by
    have := integrable_rpow_mul_exp_neg_mul_sq (b := 1 / 2) (by norm_num) (s := 2) (by norm_num)
    simpa only [Real.rpow_two] using this
  -- a total derivative carries all but a multiple of the plain Gaussian
  have hder : ∀ s : ℝ, HasDerivAt (fun s => -(s + 2 * c) * Real.exp (-(1 / 2) * s ^ 2))
      ((s ^ 2 + 2 * c * s - 1) * Real.exp (-(1 / 2) * s ^ 2)) s := by
    intro s
    have h1 := (((hasDerivAt_id' s).fun_pow 2).const_mul (-(1 / 2) : ℝ)).exp
    refine ((((hasDerivAt_id' s).add_const (2 * c)).fun_neg).fun_mul h1).congr_deriv ?_
    push_cast
    ring
  have i1 : Integrable fun s : ℝ => -(s + 2 * c) * Real.exp (-(1 / 2) * s ^ 2) := by
    refine (g1.neg.sub (g0.const_mul (2 * c))).congr (ae_of_all _ fun s => ?_)
    simp only [Pi.sub_apply, Pi.neg_apply]
    ring
  have i2 : Integrable fun s : ℝ =>
      (s ^ 2 + 2 * c * s - 1) * Real.exp (-(1 / 2) * s ^ 2) := by
    refine (g2.add ((g1.const_mul (2 * c)).sub g0)).congr (ae_of_all _ fun s => ?_)
    simp only [Pi.add_apply, Pi.sub_apply]
    ring
  obtain ⟨h, hh⟩ : ∃ h : ℝ → ℝ, h = fun s => (s ^ 2 + 2 * c * s - 1) *
      Real.exp (-(1 / 2) * s ^ 2) + (1 + c ^ 2) * Real.exp (-(1 / 2) * s ^ 2) := ⟨_, rfl⟩
  have hI : Integrable h := by rw [hh]; exact i2.add (g0.const_mul _)
  have hv : ∫ s, h s = (1 + c ^ 2) * √(2 * Real.pi) := by
    rw [hh, integral_add i2 (g0.const_mul _), integral_const_mul,
      integral_eq_zero_of_hasDerivAt_of_integrable hder i2 i1, integral_gaussian,
      show Real.pi / (1 / 2) = 2 * Real.pi by ring, zero_add]
  -- completing the square
  have key : (fun r : ℝ => r ^ 2 * Real.exp (-(1 / 2) * r ^ 2) * Real.exp (c * r)) =
      fun r => Real.exp (c ^ 2 / 2) * h (r - c) := by
    funext r
    have e : Real.exp (-(1 / 2) * r ^ 2) * Real.exp (c * r) =
        Real.exp (c ^ 2 / 2) * Real.exp (-(1 / 2) * (r - c) ^ 2) := by
      rw [← Real.exp_add, ← Real.exp_add]
      congr 1
      ring
    simp only [hh]
    linear_combination r ^ 2 * e
  rw [key]
  refine ⟨(hI.comp_sub_right c).const_mul _, ?_⟩
  rw [integral_const_mul, integral_sub_right_eq_self h c, hv]
  ring
```

Averaging over $\pm c$ turns $e^{cr}$ into $\cosh(cr)$; the integrand is then even, and the half-line gives half the value.

```lean
lemma half_line (c : ℝ) :
    ∫ r in Ioi (0 : ℝ), r ^ 2 * (Real.exp (-(1 / 2) * r ^ 2) * Real.cosh (c * r)) =
      (1 + c ^ 2) * Real.exp (c ^ 2 / 2) * (√(2 * Real.pi) / 2) := by
  have h := integral_comp_abs
    (f := fun r : ℝ => r ^ 2 * (Real.exp (-(1 / 2) * r ^ 2) * Real.cosh (c * r)))
  have e : ∀ r : ℝ, |r| ^ 2 * (Real.exp (-(1 / 2) * |r| ^ 2) * Real.cosh (c * |r|)) =
      (1 / 2) * (r ^ 2 * Real.exp (-(1 / 2) * r ^ 2) * Real.exp (c * r) +
        r ^ 2 * Real.exp (-(1 / 2) * r ^ 2) * Real.exp (-c * r)) := by
    intro r
    have hc : Real.cosh (c * |r|) = Real.cosh (c * r) := by
      rcases abs_choice r with h | h <;> rw [h]
      rw [mul_neg, Real.cosh_neg]
    rw [hc, sq_abs, Real.cosh_eq, neg_mul c r]
    ring
  simp only [e] at h
  rw [integral_const_mul, integral_add (tilted_moment c).1 (tilted_moment (-c)).1,
    (tilted_moment c).2, (tilted_moment (-c)).2, neg_sq] at h
  linarith
```

In polar coordinates, the mean of $\cosh(c|x|)$ is this half-line integral times a constant independent of $c$. At $c=0$ the mean is 1, which fixes the constant and gives $(1+c^2)e^{c^2/2}$.

```lean
/-- The Gaussian mean of `cosh (c |x|)` in three dimensions is `(1 + c²) exp (c²/2)`. -/
theorem radial_mean (c : ℝ) :
    ∫ x : Vec, weight x * Real.cosh (c * ‖x‖) = (1 + c ^ 2) * Real.exp (c ^ 2 / 2) := by
  have fr : Module.finrank ℝ Vec = 3 := by simp
  -- polar coordinates; the angular constant is fixed by the case c = 0
  have hpol : ∀ a : ℝ, ∫ x : Vec, Real.exp (-(1 / 2) * ‖x‖ ^ 2) * Real.cosh (a * ‖x‖) =
      3 * ((volume : Measure Vec).real (Metric.ball 0 1) *
        ((1 + a ^ 2) * Real.exp (a ^ 2 / 2) * (√(2 * Real.pi) / 2))) := by
    intro a
    have h := integral_fun_norm_addHaar (volume : Measure Vec)
      (fun r : ℝ => Real.exp (-(1 / 2) * r ^ 2) * Real.cosh (a * r))
    simp only [fr, smul_eq_mul, nsmul_eq_mul, Nat.reduceSub, Nat.cast_ofNat] at h
    rw [h, half_line]
  have h0 : ∫ x : Vec, Real.exp (-(1 / 2) * ‖x‖ ^ 2) * Real.cosh (0 * ‖x‖) =
      √(2 * Real.pi) ^ 3 := by
    simp only [zero_mul, Real.cosh_zero, mul_one]
    rw [GaussianFourier.integral_rexp_neg_mul_sq_norm (by norm_num : (0 : ℝ) < 1 / 2), fr,
      show Real.pi / (1 / 2) = 2 * Real.pi by ring, Real.sqrt_eq_rpow, ← Real.rpow_natCast,
      ← Real.rpow_mul (by positivity)]
    congr 1
    push_cast
    ring
  have h1 := hpol 0
  rw [h0, show (0 : ℝ) ^ 2 / 2 = 0 by norm_num, Real.exp_zero] at h1
  have hq : √(2 * Real.pi) ≠ 0 := by positivity
  simp only [weight_eq, mul_assoc]
  rw [integral_const_mul, hpol c]
  have h2 : (√(2 * Real.pi))⁻¹ ^ 3 * √(2 * Real.pi) ^ 3 = 1 := by
    rw [← mul_pow, inv_mul_cancel₀ hq, one_pow]
  linear_combination (1 + c ^ 2) * Real.exp (c ^ 2 / 2) * h2 -
    (√(2 * Real.pi))⁻¹ ^ 3 * (1 + c ^ 2) * Real.exp (c ^ 2 / 2) * h1
```

## The matrix mean

Entries of $x\cdot\sigma$ are at most $2|x|$ in modulus, and $|\sinh|\le\cosh$.

```lean
lemma entry_bound (x : Vec) (i j : Fin 2) : ‖spinField x i j‖ ≤ 2 * ‖x‖ := by
  have hx := norm_sq x
  have b0 : |x 0| ≤ ‖x‖ := abs_le_of_sq_le_sq (by nlinarith) (norm_nonneg x)
  have b1 : |x 1| ≤ ‖x‖ := abs_le_of_sq_le_sq (by nlinarith) (norm_nonneg x)
  have b2 : |x 2| ≤ ‖x‖ := abs_le_of_sq_le_sq (by nlinarith) (norm_nonneg x)
  have s := norm_sub_le (x 0 : ℂ) (x 1 * Complex.I)
  have a := norm_add_le (x 0 : ℂ) (x 1 * Complex.I)
  simp only [norm_mul, Complex.norm_I, mul_one, Complex.norm_real, Real.norm_eq_abs] at s a
  rw [spinField_eq]
  fin_cases i <;> fin_cases j <;> simp <;> linarith [norm_nonneg x]
```

The odd part is therefore dominated by $2w(x)\cosh(c|x|)$, and the reflection $x\to-x$ makes its integral vanish. Lean infers that the even part is integrable from `radial_mean`: the integral there is positive, while Mathlib gives a non-integrable function the integral 0. Hence the mean is $(1+c^2)e^{c^2/2}$ times the identity.

```lean
/-- Every entry of `exp (c x · σ)` is integrable against the Gaussian weight, and the matrix of
means is `(1 + c²) exp (c²/2)` times the identity. -/
theorem fieldMean_eq (c : ℝ) :
    (∀ i j, Integrable fun x : Vec =>
      (weight x : ℂ) * NormedSpace.exp ((c : ℂ) • spinField x) i j) ∧
    fieldMean c = (((1 + c ^ 2) * Real.exp (c ^ 2 / 2) : ℝ) : ℂ) • 1 := by
  have hE : ∀ x : Vec, NormedSpace.exp ((c : ℂ) • spinField x) =
      (Real.cosh (c * ‖x‖) : ℂ) • 1 + ((Real.sinh (c * ‖x‖) / ‖x‖ : ℝ) : ℂ) • spinField x := by
    intro x
    by_cases hx : x = 0
    · have h0 : spinField x = 0 := by simp [hx, spinField]
      rw [h0, hx]
      simp
    · have hr : (‖x‖ : ℂ) ≠ 0 := by exact_mod_cast norm_ne_zero_iff.2 hx
      have h := exp_involution ((‖x‖ : ℂ)⁻¹ • spinField x) (by
        rw [smul_mul_smul_comm, spinField_sq, smul_smul]
        have : (‖x‖ : ℂ)⁻¹ * (‖x‖ : ℂ)⁻¹ * ((‖x‖ ^ 2 : ℝ) : ℂ) = 1 := by
          push_cast
          field_simp
        rw [this, one_smul]) (c * ‖x‖)
      rw [smul_smul, smul_smul, Complex.ofReal_mul, mul_assoc, mul_inv_cancel₀ hr, mul_one] at h
      rw [h, Complex.ofReal_div, div_eq_mul_inv]
  have hm := radial_mean c
  have iC : Integrable fun x : Vec => weight x * Real.cosh (c * ‖x‖) := by
    by_contra h
    rw [integral_undef h] at hm
    have : 0 < (1 + c ^ 2) * Real.exp (c ^ 2 / 2) := by positivity
    linarith
  have hw : Continuous weight := by
    rw [show weight = _ from funext weight_eq]
    fun_prop
  have w0 : ∀ x, 0 ≤ weight x := fun x => by rw [weight_eq]; positivity
  -- the odd part is dominated by the even part
  have iO : ∀ i j, Integrable fun x : Vec =>
      ((weight x * (Real.sinh (c * ‖x‖) / ‖x‖) : ℝ) : ℂ) * spinField x i j := by
    intro i j
    have hS : Continuous fun x : Vec => spinField x i j := by
      simp only [spinField, Matrix.add_apply, Matrix.smul_apply, smul_eq_mul]
      fun_prop
    have hM : Measurable fun x : Vec => weight x * (Real.sinh (c * ‖x‖) / ‖x‖) :=
      hw.measurable.mul ((Real.continuous_sinh.comp
        (continuous_const.mul continuous_norm)).measurable.div measurable_norm)
    refine (iC.const_mul 2).mono'
      ((Complex.measurable_ofReal.comp hM).mul hS.measurable).aestronglyMeasurable
      (ae_of_all _ fun x => ?_)
    have hs : |Real.sinh (c * ‖x‖)| ≤ Real.cosh (c * ‖x‖) := by
      rw [abs_le, Real.sinh_eq, Real.cosh_eq]
      constructor <;> linarith [Real.exp_pos (c * ‖x‖), Real.exp_pos (-(c * ‖x‖))]
    have hd : |Real.sinh (c * ‖x‖)| / ‖x‖ * ‖x‖ ≤ |Real.sinh (c * ‖x‖)| := by
      rcases eq_or_ne ‖x‖ 0 with h | h
      · rw [h, mul_zero]; exact abs_nonneg _
      · rw [div_mul_cancel₀ _ h]
    rw [norm_mul, Complex.norm_real, Real.norm_eq_abs, abs_mul, abs_div, abs_norm,
      abs_of_nonneg (w0 x)]
    calc weight x * (|Real.sinh (c * ‖x‖)| / ‖x‖) * ‖spinField x i j‖
        ≤ weight x * (|Real.sinh (c * ‖x‖)| / ‖x‖) * (2 * ‖x‖) :=
          mul_le_mul_of_nonneg_left (entry_bound x i j) (mul_nonneg (w0 x) (by positivity))
      _ = 2 * (weight x * (|Real.sinh (c * ‖x‖)| / ‖x‖ * ‖x‖)) := by ring
      _ ≤ 2 * (weight x * Real.cosh (c * ‖x‖)) :=
          mul_le_mul_of_nonneg_left (mul_le_mul_of_nonneg_left (hd.trans hs) (w0 x)) (by norm_num)
  -- reflection of the field removes the odd part
  have zO : ∀ i j, ∫ x : Vec,
      ((weight x * (Real.sinh (c * ‖x‖) / ‖x‖) : ℝ) : ℂ) * spinField x i j = 0 := by
    intro i j
    have h := integral_neg_eq_self (fun x : Vec =>
      ((weight x * (Real.sinh (c * ‖x‖) / ‖x‖) : ℝ) : ℂ) * spinField x i j) volume
    have hn : ∀ x : Vec, spinField (-x) i j = -spinField x i j := by
      intro x
      simp [spinField]
      ring
    have hwn : ∀ x : Vec, weight (-x) = weight x := fun x => by
      rw [weight_eq, weight_eq, norm_neg]
    simp only [hn, hwn, norm_neg, mul_neg, integral_neg] at h
    linear_combination (-1 / 2 : ℂ) * h
  have split : ∀ i j, (fun x : Vec =>
      (weight x : ℂ) * NormedSpace.exp ((c : ℂ) • spinField x) i j) = fun x =>
      ((weight x * Real.cosh (c * ‖x‖) : ℝ) : ℂ) * (1 : Matrix (Fin 2) (Fin 2) ℂ) i j +
      ((weight x * (Real.sinh (c * ‖x‖) / ‖x‖) : ℝ) : ℂ) * spinField x i j := by
    intro i j
    funext x
    rw [hE, Matrix.add_apply, Matrix.smul_apply, Matrix.smul_apply, smul_eq_mul, smul_eq_mul,
      Complex.ofReal_mul, Complex.ofReal_mul]
    ring
  have iE : ∀ i j, Integrable fun x : Vec => ((weight x * Real.cosh (c * ‖x‖) : ℝ) : ℂ) *
      (1 : Matrix (Fin 2) (Fin 2) ℂ) i j := fun i j => iC.ofReal.mul_const _
  refine ⟨fun i j => by rw [split]; exact (iE i j).add (iO i j), ?_⟩
  ext i j
  rw [fieldMean, Matrix.of_apply, split, integral_add (iE i j) (iO i j), zO, add_zero,
    integral_mul_const, integral_complex_ofReal, hm, Matrix.smul_apply, smul_eq_mul]
```

## The renormalized coupling

Since $\sigma\cdot\sigma=3$, the target is $e^g$ times the identity. The mean is a multiple of the identity too, so on this site alone both only rescale a spinor and leave its physical state unchanged. Exactness means that the two scale factors agree:
$$(1+c^2)e^{c^2/2}=e^g .$$

```lean
/-- The field average reproduces the single-site factor exactly when
`(1 + c²) exp (c²/2) = exp g`. -/
theorem decoupling_iff (c g : ℝ) :
    fieldMean c = siteFactor g ↔ (1 + c ^ 2) * Real.exp (c ^ 2 / 2) = Real.exp g := by
  have hsq : pauliX * pauliX + pauliY * pauliY + pauliZ * pauliZ = (3 : ℂ) • 1 := by
    ext i j
    fin_cases i <;> fin_cases j <;> simp [pauliX, pauliY, pauliZ] <;> norm_num
  have hg : siteFactor g = (Real.exp g : ℂ) • 1 := by
    have h3 : ((g / 3 : ℝ) : ℂ) * 3 = (g : ℂ) := by
      push_cast
      ring
    rw [siteFactor, hsq, smul_smul, h3, exp_involution 1 (one_mul 1) g, ← add_smul,
      ← Complex.ofReal_add, Real.cosh_add_sinh]
  rw [(fieldMean_eq c).2, hg]
  constructor
  · intro h
    have h00 := congrFun (congrFun h 0) 0
    simp only [Matrix.smul_apply, Matrix.one_apply_eq, smul_eq_mul, mul_one] at h00
    exact Complex.ofReal_injective h00
  · intro h
    rw [h]
```

Let $g>0$. The left side increases strictly for $c\ge0$, equals $1<e^g$ at $c=0$, and is at least $e^g$ at $c=e^g$. The intermediate value theorem gives a root, and monotonicity makes it the only positive one. It depends only on $g$, so it can be found once, before the one-site average is sampled.

```lean
/-- For each `g > 0` exactly one coupling `c > 0` makes the vector-field decoupling of the
single-site factor exact. -/
theorem existsUnique_coupling (g : ℝ) (hg : 0 < g) :
    ∃! c : ℝ, 0 < c ∧ fieldMean c = siteFactor g := by
  simp only [decoupling_iff]
  have mono : ∀ a b : ℝ, 0 ≤ a → a < b →
      (1 + a ^ 2) * Real.exp (a ^ 2 / 2) < (1 + b ^ 2) * Real.exp (b ^ 2 / 2) := by
    intro a b ha hab
    have h : a ^ 2 < b ^ 2 := by nlinarith
    exact mul_lt_mul'' (by linarith) (Real.exp_lt_exp.2 (by linarith))
      (by positivity) (by positivity)
  have h1 : 1 < Real.exp g := Real.one_lt_exp_iff.2 hg
  have hu : Real.exp g ≤ (1 + Real.exp g ^ 2) * Real.exp (Real.exp g ^ 2 / 2) := by
    have h2 : 1 ≤ Real.exp (Real.exp g ^ 2 / 2) := Real.one_le_exp (by positivity)
    nlinarith [sq_nonneg (Real.exp g)]
  have hc : Continuous fun c : ℝ => (1 + c ^ 2) * Real.exp (c ^ 2 / 2) := by fun_prop
  obtain ⟨c, hcI, hce⟩ := intermediate_value_Icc (Real.exp_pos g).le hc.continuousOn
    ⟨by simpa using h1.le, hu⟩
  simp only at hce
  have hc0 : c ≠ 0 := by
    intro h
    rw [h] at hce
    norm_num at hce
    linarith
  refine ⟨c, ⟨lt_of_le_of_ne hcI.1 hc0.symm, hce⟩, ?_⟩
  rintro d ⟨hd, hde⟩
  rcases lt_trichotomy d c with h | h | h
  · linarith [mono d c hd.le h]
  · exact h
  · linarith [mono c d hcI.1 h]
```

Commuting components would give $g/3=c^2/2$. Here $1+c^2<e^{c^2}$ for $c\neq0$, so $e^g<e^{3c^2/2}$: for $g>0$, the commuting value $c=\sqrt{2g/3}$ is too small.

```lean
/-- A nonzero coupling `c` that makes the vector-field decoupling of the single-site factor exact
satisfies `g < 3c²/2`. -/
theorem commuting_rule_fails (c g : ℝ) (hc : c ≠ 0) (h : fieldMean c = siteFactor g) :
    g < 3 * c ^ 2 / 2 := by
  rw [decoupling_iff] at h
  rw [← Real.exp_lt_exp, ← h, show 3 * c ^ 2 / 2 = c ^ 2 + c ^ 2 / 2 by ring, Real.exp_add]
  exact mul_lt_mul_of_pos_right (by linarith [Real.add_one_lt_exp (pow_ne_zero 2 hc)])
    (Real.exp_pos _)

end VectorFieldDecoupling
```

```lean
#print axioms VectorFieldDecoupling.existsUnique_coupling
#print axioms VectorFieldDecoupling.commuting_rule_fails
```

```
'VectorFieldDecoupling.existsUnique_coupling' depends on axioms: [propext, Classical.choice, Quot.sound]
'VectorFieldDecoupling.commuting_rule_fails' depends on axioms: [propext, Classical.choice, Quot.sound]
```
